# Wick's rule for four fermion operators in front of a background string

To ask how four fermion operators contract when a string $L$ of further operators follows them in the same free-state expectation value, one must first choose what an expectation value is. Here it is a signed recursion on lists of labels, with no Fock space behind it. The physical input is that, in a Gaussian fermion state, expectation values of strings of operators linear in creation and annihilation operators obey this recursion; it is assumed.

The type `α` holds the operator labels, and `R` is a commutative ring, in physics $\mathbb C$. The two-point function $c(x,y)$ stands for $\langle xy\rangle$ and may be any function until a part restricts it.

```lean
import Mathlib

open Finset

namespace BackgroundWick

variable {α β R : Type*} [CommRing R]
```

Positions $j$ count from 0, and $L\setminus j$ is $L$ without position $j$. The correlator $W$, `wick c` in Lean, is given by $W(\varnothing)=1$ and
$$W(xL)=\sum_j(-1)^j c(x,L_j)\,W(L\setminus j).$$

```lean
/-- The correlator of a string of operators with two-point function `c`: the first operator is
contracted with each later one in turn, with alternating sign. -/
def wick (c : α → α → R) : List α → R
  | [] => 1
  | x :: L => ∑ j : Fin L.length, (-1) ^ (j : ℕ) * c x (L.get j) * wick c (L.eraseIdx j)
termination_by L => L.length
decreasing_by
  rw [List.length_cons]
  exact Nat.lt_succ_of_le (List.eraseIdx_sublist _ _).length_le
```

For a weight $g$ and a function $F$ of strings, `contract g F L` is
$$C_gF(L)=\sum_j(-1)^j g(L_j)\,F(L\setminus j).$$

```lean
/-- The signed sum over all ways to remove one operator from a string, with weight `g` for the
removed operator and `F` for the remaining string. -/
def contract (g : α → R) (F : List α → R) (L : List α) : R :=
  ∑ j : Fin L.length, (-1) ^ (j : ℕ) * g (L.get j) * F (L.eraseIdx j)
```

Below, $c_x(y)=c(x,y)$ and $F_y(M)=F(yM)$.

### (a) The correlator as a contraction sum

Show that $W(xL)=C_{c_x}W(L)$.

This is the recursion in the new notation.

```lean
/-- The correlator of a string is the contraction sum of its first operator with the rest. -/
theorem wick_cons (c : α → α → R) (x : α) (L : List α) :
    wick c (x :: L) = contract (c x) (wick c) L := by
  rw [wick, contract]
```

### (b) Peeling off the first operator

Show that $C_gF(yL)=g(y)F(L)-C_gF_y(L)$.

The term $j=0$ removes $y$. A term $j=k+1$ keeps $y$ in front and has sign $(-1)^{k+1}=-(-1)^k$. `Fin.sum_univ_succ` makes this split.

```lean
/-- In a contraction sum either the first operator is removed, or it stays and the sum over the
rest changes sign. -/
theorem contract_cons (g : α → R) (F : List α → R) (y : α) (L : List α) :
    contract g F (y :: L) = g y * F L - contract g (fun M => F (y :: M)) L := by
  have h := Fin.sum_univ_succ (n := L.length) (fun j : Fin (L.length + 1) =>
    (-1 : R) ^ (j : ℕ) * g ((y :: L).get j) * F ((y :: L).eraseIdx j))
  refine h.trans ?_
  rw [sub_eq_add_neg, contract, ← Finset.sum_neg_distrib]
  refine congrArg₂ (· + ·) ?_ ?_
  · simp
  · refine Finset.sum_congr rfl fun j _ => ?_
    simp [pow_succ]
```

### (c) Contractions anticommute

Show that $C_gC_gF=0$ and $C_gC_hF+C_hC_gF=0$.

Both hold on the empty string. Peeling twice with (b) gives
$$C_gC_hF(yL)=g(y)C_hF(L)-h(y)C_gF(L)+C_gC_hF_y(L).$$
For $h=g$ the first two terms cancel; in the sum with $g,h$ interchanged they cancel in pairs. Induction on $L$, applied to $F_y$, removes the rest.

```lean
/-- Contracting twice with the same weight gives zero, and contractions with two weights
anticommute. -/
theorem contract_contract (g h : α → R) (F : List α → R) (L : List α) :
    contract g (contract g F) L = 0 ∧
      contract g (contract h F) L + contract h (contract g F) L = 0 := by
  have lin : ∀ (g : α → R) (s : R) (F G : List α → R) (L : List α),
      contract g (fun M => s * F M - G M) L = s * contract g F L - contract g G L := by
    intro g s F G L
    simp only [contract, Finset.mul_sum, ← Finset.sum_sub_distrib]
    exact Finset.sum_congr rfl fun _ _ => by ring
  -- peel the first operator off a double contraction
  have peel : ∀ (g h : α → R) (F : List α → R) (y : α) (L : List α),
      contract g (contract h F) (y :: L) = g y * contract h F L - h y * contract g F L
        + contract g (contract h (fun M => F (y :: M))) L := by
    intro g h F y L
    have e : (fun M => contract h F (y :: M)) =
        fun M => h y * F M - contract h (fun N => F (y :: N)) M :=
      funext fun M => contract_cons h F y M
    rw [contract_cons, e, lin]
    ring
  induction L generalizing F with
  | nil => simp [contract]
  | cons y L ih =>
    obtain ⟨h1, h2⟩ := ih (fun M => F (y :: M))
    rw [peel, peel, peel]
    exact ⟨by linear_combination h1, by linear_combination h2⟩
```

### (d) Sign changes pass through a contraction

Suppose $F(AxyB)+F(AyxB)=0$ whenever $|A|+|B|<|P|+|Q|$. Show that $C_gF(PxyQ)+C_gF(PyxQ)=0$.

For empty $P$,
$$C_gF(xyQ)=g(x)F(yQ)-g(y)F(xQ)+C_g(F_x)_y(Q).$$
On adding the exchanged expression, the first two terms cancel and the last vanishes term by term by hypothesis. For $P=pP'$, peel off $p$: the hypothesis cancels the terms with $g(p)$, and induction on $P$ the others.

```lean
/-- If `F` changes sign under exchange of the neighbours `x`, `y` in all shorter strings, so does
its contraction sum. -/
theorem contract_swap (g : α → R) (F : List α → R) (x y : α) (P Q : List α)
    (hF : ∀ A B : List α, A.length + B.length < P.length + Q.length →
      F (A ++ x :: y :: B) + F (A ++ y :: x :: B) = 0) :
    contract g F (P ++ x :: y :: Q) + contract g F (P ++ y :: x :: Q) = 0 := by
  induction P generalizing F with
  | nil =>
    have h0 : contract g (fun M => F (x :: y :: M)) Q
        + contract g (fun M => F (y :: x :: M)) Q = 0 := by
      simp only [contract]
      rw [← Finset.sum_add_distrib]
      refine Finset.sum_eq_zero fun j _ => ?_
      have h := hF [] (Q.eraseIdx j) (by
        have := j.isLt
        rw [List.length_eraseIdx, if_pos j.isLt]
        simp only [List.length_nil]
        omega)
      simp only [List.nil_append] at h
      linear_combination (-1) ^ (j : ℕ) * g (Q.get j) * h
    simp only [List.nil_append, contract_cons]
    linear_combination h0
  | cons p P ih =>
    have h1 := hF P Q (by simp only [List.length_cons]; omega)
    have h2 := ih (fun M => F (p :: M)) (fun A B h =>
      hF (p :: A) B (by simp only [List.length_cons]; omega))
    simp only [List.cons_append, contract_cons]
    linear_combination g p * h1 - h2
```

### (e) Exchanging neighbours

For $c(x,y)=-c(y,x)$, show that $W(PxyQ)+W(PyxQ)=0$. In physics $c(x,y)+c(y,x)$ is the anticommutator of $x$ and $y$, so the condition excludes an annihilation operator together with its adjoint. Part (i) does without it.

Use induction on $|P|+|Q|$. If $P$ is not empty, apply (a) and (d). If it is,
$$W(xyQ)=c(x,y)W(Q)-C_{c_x}C_{c_y}W(Q),$$
and the sum with $x,y$ exchanged vanishes by antisymmetry and (c).

```lean
/-- For an antisymmetric two-point function the correlator changes sign when two neighbouring
operators are exchanged. -/
theorem wick_exchange (c : α → α → R) (ha : ∀ x y, c x y = -c y x) (x y : α) (P Q : List α) :
    wick c (P ++ x :: y :: Q) + wick c (P ++ y :: x :: Q) = 0 := by
  have key : ∀ (n : ℕ) (P Q : List α), P.length + Q.length < n →
      wick c (P ++ x :: y :: Q) + wick c (P ++ y :: x :: Q) = 0 := by
    intro n
    induction n with
    | zero => intro P Q h; omega
    | succ n ih =>
      intro P Q h
      cases P with
      | nil =>
        have hy : ∀ z, (fun M => wick c (z :: M)) = contract (c z) (wick c) :=
          fun z => funext (wick_cons c z)
        rw [List.nil_append, List.nil_append, wick_cons, wick_cons, contract_cons,
          contract_cons, hy y, hy x]
        linear_combination wick c Q * ha x y - (contract_contract (c x) (c y) (wick c) Q).2
      | cons p P =>
        simp only [List.length_cons] at h
        simp only [List.cons_append, wick_cons]
        exact contract_swap _ _ _ _ _ _ fun A B hAB => ih A B (by omega)
  exact key _ P Q (Nat.lt_succ_self _)
```

### (f) Transfer between two strings

For antisymmetric $c$, show that
$$\sum_i(-1)^iW(I_iJ)W(I\setminus i)=-\sum_j(-1)^jW(J_jI)W(J\setminus j).$$

The left side expands to
$$\sum_{i,j}(-1)^{i+j}c(I_i,J_j)\,W(I\setminus i)\,W(J\setminus j).$$
Exchange the sums (`Finset.sum_comm`) and put $c(I_i,J_j)=-c(J_j,I_i)$.

```lean
/-- For an antisymmetric two-point function, moving one operator from string `I` to the front of
`J`, summed with signs, is minus the same sum with `I` and `J` interchanged. -/
theorem wick_transfer (c : α → α → R) (ha : ∀ x y, c x y = -c y x) (I J : List α) :
    contract (fun z => wick c (z :: J)) (wick c) I =
      -contract (fun z => wick c (z :: I)) (wick c) J := by
  simp only [wick_cons, contract, Finset.mul_sum, Finset.sum_mul]
  rw [Finset.sum_comm, ← Finset.sum_neg_distrib]
  refine Finset.sum_congr rfl fun j _ => ?_
  rw [← Finset.sum_neg_distrib]
  refine Finset.sum_congr rfl fun i _ => ?_
  rw [ha (I.get i) (J.get j)]
  ring
```

### (g) Only pairs in string order matter

Let $f$ map new labels to old ones, with $c(f(i),f(j))=e(i,j)$ whenever $i$ stands before $j$ in $M$. Show that $W_c(f(M))=W_e(M)$, where the subscript names the two-point function.

The first operator meets only later ones, and deletion preserves order. Induction on length finishes.

```lean
/-- The correlator depends on the two-point function only through pairs taken in string order, so
operators may be relabelled if those values are kept. -/
theorem wick_map (c : α → α → R) (e : β → β → R) (f : β → α) (M : List β)
    (h : M.Pairwise fun i j => c (f i) (f j) = e i j) : wick c (M.map f) = wick e M := by
  have cm : ∀ (g : α → R) (F : List α → R) (M : List β),
      contract g F (M.map f) = contract (fun i => g (f i)) (fun N => F (N.map f)) M := by
    intro g F M
    induction M generalizing F with
    | nil =>
      rw [List.map_nil]
      simp [contract]
    | cons y M ih => simp only [List.map_cons, contract_cons, ih]
  have key : ∀ (n : ℕ) (M : List β), M.length < n →
      (M.Pairwise fun i j => c (f i) (f j) = e i j) → wick c (M.map f) = wick e M := by
    intro n
    induction n with
    | zero => intro M hn; omega
    | succ n ih =>
      intro M hn h
      cases M with
      | nil => simp [wick]
      | cons i M =>
        rw [List.pairwise_cons] at h
        rw [List.length_cons] at hn
        rw [List.map_cons, wick_cons, wick_cons, cm]
        simp only [contract]
        refine Finset.sum_congr rfl fun j _ => ?_
        have hs := List.eraseIdx_sublist M j
        have hl := hs.length_le
        rw [h.1 _ (List.get_mem M j), ih _ (by omega) (List.Pairwise.sublist hs h.2)]
  exact key _ M (Nat.lt_succ_self _) h
```

### (h) The rule for antisymmetric contractions

Let $c$ be antisymmetric with $c(x,x)=0$. The labels $p,q$ are operators, not momenta. Show that
$$W(abpqL)W(L)=W(abL)W(pqL)-W(apL)W(bqL)+W(aqL)W(bpL).$$

First, $W(xPxQ)=0$ (`rep`): exchanges bring the second $x$ next to the first, and $W(xxQ)=c(x,x)W(Q)-C_{c_x}C_{c_x}W(Q)=0$. Now take $I=bpqL$, $J=aL$ in (f). Transferring an operator of $L$ repeats it and gives zero (`van`), which leaves
$$W(baL)W(pqL)-W(paL)W(bqL)+W(qaL)W(bpL)=-W(abpqL)W(L).$$
Exchange the first two operators in $W(baL)$, $W(paL)$ and $W(qaL)$ by (e), then multiply by $-1$.

```lean
/-- Wick's rule relative to a background string `L`, for a two-point function that is
antisymmetric and vanishes on equal arguments. -/
theorem wick_background_of_antisymm (c : α → α → R) (hc : ∀ x, c x x = 0)
    (ha : ∀ x y, c x y = -c y x) (a b p q : α) (L : List α) :
    wick c (a :: b :: p :: q :: L) * wick c L =
      wick c (a :: b :: L) * wick c (p :: q :: L) - wick c (a :: p :: L) * wick c (b :: q :: L)
        + wick c (a :: q :: L) * wick c (b :: p :: L) := by
  -- an operator that already occurs in the string contributes nothing
  have rep : ∀ (x : α) (P Q : List α), wick c (x :: (P ++ x :: Q)) = 0 := by
    intro x P
    induction P using List.reverseRecOn with
    | nil =>
      intro Q
      have hx : (fun M => wick c (x :: M)) = contract (c x) (wick c) := funext (wick_cons c x)
      rw [List.nil_append, wick_cons, contract_cons, hx, hc,
        (contract_contract (c x) (c x) (wick c) Q).1]
      ring
    | append_singleton P z ih =>
      intro Q
      have h := wick_exchange c ha z x (x :: P) Q
      have i := ih (z :: Q)
      simp only [List.append_assoc, List.cons_append, List.nil_append] at h ⊢
      linear_combination h - i
  have van : ∀ (K : List α) (F : List α → R), (∀ z ∈ L, z ∈ K) →
      contract (fun z => wick c (z :: K)) F L = 0 := by
    intro K F hK
    refine Finset.sum_eq_zero fun j _ => ?_
    obtain ⟨P, Q, e⟩ := List.append_of_mem (hK _ (List.get_mem L j))
    have h0 : wick c (L.get j :: K) = 0 := (congrArg (fun N => wick c (L.get j :: N)) e).trans
      (rep _ P Q)
    simp only [h0, mul_zero, zero_mul]
  have z1 := van (a :: L) (fun M => wick c (b :: p :: q :: M)) (fun z hz => by simp [hz])
  have z2 := van (b :: p :: q :: L) (fun M => wick c (a :: M)) (fun z hz => by simp [hz])
  have h := wick_transfer c ha (b :: p :: q :: L) (a :: L)
  simp only [contract_cons] at h
  have sb := wick_exchange c ha a b [] L
  have sp := wick_exchange c ha a p [] L
  have sq := wick_exchange c ha a q [] L
  simp only [List.nil_append] at sb sp sq
  linear_combination h + z1 + z2 - wick c (p :: q :: L) * sb + wick c (b :: q :: L) * sp
    - wick c (b :: p :: L) * sq
```

### (i) The rule for any two-point function

Show, for arbitrary $c$, that
$$W(abpqL)W(L)=W(abL)W(pqL)-W(apL)W(bqL)+W(aqL)W(bpL).$$

Number the positions in $abpqL$, and let $f(i)$ be the operator at position $i$. Set $e(i,j)=c(f(i),f(j))$ for $i<j$, $e(i,j)=-c(f(j),f(i))$ for $i>j$, and $e(i,i)=0$. Then (h) holds for $e$. All eight strings keep the original order, so (g) turns each $W_e$ into $W_c$; this is `key`.

```lean
/-- Wick's rule relative to a background string `L`, for an arbitrary two-point function: four
operators in front of `L` pair up in three ways, with signs. -/
theorem wick_background (c : α → α → R) (a b p q : α) (L : List α) :
    wick c (a :: b :: p :: q :: L) * wick c L =
      wick c (a :: b :: L) * wick c (p :: q :: L) - wick c (a :: p :: L) * wick c (b :: q :: L)
        + wick c (a :: q :: L) * wick c (b :: p :: L) := by
  -- label the operators by their positions in the string
  obtain ⟨f, h0, h1, h2, h3, hf⟩ : ∃ f : ℕ → α, f 0 = a ∧ f 1 = b ∧ f 2 = p ∧ f 3 = q ∧
      ∀ i, f (i + 4) = L.getD i a :=
    ⟨fun i => match i with
      | 0 => a | 1 => b | 2 => p | 3 => q | n + 4 => L.getD n a,
      rfl, rfl, rfl, rfl, fun _ => rfl⟩
  obtain ⟨M, hL, hpos, hM⟩ : ∃ M : List ℕ, M.map f = L ∧ (∀ m ∈ M, 4 ≤ m) ∧
      M.Pairwise (· < ·) := by
    refine ⟨(List.range L.length).map (· + 4), ?_, ?_, ?_⟩
    · apply List.ext_getElem
      · simp
      · intro i _ hi
        simp [hf, hi]
    · intro m hm
      obtain ⟨i, _, rfl⟩ := List.mem_map.1 hm
      exact Nat.le_add_left 4 i
    · have hr : (List.range L.length).Pairwise (· < ·) := by simp [List.pairwise_lt_range]
      exact List.pairwise_map.2 (hr.imp fun h => Nat.add_lt_add_right h 4)
  have hs : (0 :: 1 :: 2 :: 3 :: M).Pairwise (· < ·) := by
    refine .cons ?_ (.cons ?_ (.cons ?_ (.cons ?_ hM))) <;> intro m hm <;> grind
  -- antisymmetrise the table of contractions between positions
  let e : ℕ → ℕ → R := fun i j =>
    if i < j then c (f i) (f j) else if j < i then -c (f j) (f i) else 0
  have ha : ∀ i j, e i j = -e j i := by
    intro i j
    rcases lt_trichotomy i j with h | rfl | h
    · simp [e, h, not_lt_of_ge h.le]
    · simp [e]
    · simp [e, h, not_lt_of_ge h.le]
  have key : ∀ P : List ℕ, P.Sublist [0, 1, 2, 3] →
      wick c ((P ++ M).map f) = wick e (P ++ M) := fun P hP =>
    wick_map c e f _ ((List.Pairwise.sublist (hP.append_right M) hs).imp
      fun h => (if_pos h).symm)
  have main := wick_background_of_antisymm e (fun i => by simp [e]) ha 0 1 2 3 M
  change wick e ([0, 1, 2, 3] ++ M) * wick e ([] ++ M) =
    wick e ([0, 1] ++ M) * wick e ([2, 3] ++ M) - wick e ([0, 2] ++ M) * wick e ([1, 3] ++ M)
      + wick e ([0, 3] ++ M) * wick e ([1, 2] ++ M) at main
  rw [← key [0, 1, 2, 3] (by decide), ← key [] (by decide), ← key [0, 1] (by decide),
    ← key [2, 3] (by decide), ← key [0, 2] (by decide), ← key [1, 3] (by decide),
    ← key [0, 3] (by decide), ← key [1, 2] (by decide)] at main
  simpa only [List.cons_append, List.nil_append, List.map_cons, h0, h1, h2, h3, hL] using main
```

### (j) Relative contractions

Over a field, let $g_L(x,y)=W(xyL)/W(L)$, called `relative c L x y`.

```lean
/-- The contraction of `x` and `y` relative to the background string `L`, meant for `wick c L ≠ 0`;
if `wick c L = 0`, its value is 0 by Lean's convention for division. -/
noncomputable def relative {K : Type*} [Field K] (c : α → α → K) (L : List α) (x y : α) : K :=
  wick c (x :: y :: L) / wick c L
```

For $W(L)\ne0$, show that
$$W(abpqL)=W(L)\,[g_L(a,b)g_L(p,q)-g_L(a,p)g_L(b,q)+g_L(a,q)g_L(b,p)].$$

Insert $W(xyL)=g_L(x,y)W(L)$ into (i) and cancel one factor $W(L)$. In a Gaussian fermion state, this builds the expectation value $W(abpqL)$ from $W(L)$ and six values $W(xyL)$, each with two operators in front of $L$. Longer strings in front of $L$ are not treated.

```lean
/-- If the background string has a nonzero correlator, four operators in front of it obey the
four-point Wick formula with the relative contractions, times the background correlator. -/
theorem wick_relative {K : Type*} [Field K] (c : α → α → K) (a b p q : α) (L : List α)
    (hL : wick c L ≠ 0) :
    wick c (a :: b :: p :: q :: L) = wick c L *
      (relative c L a b * relative c L p q - relative c L a p * relative c L b q
        + relative c L a q * relative c L b p) := by
  have r : ∀ x y, wick c (x :: y :: L) = relative c L x y * wick c L :=
    fun x y => (div_mul_cancel₀ _ hL).symm
  have h := wick_background c a b p q L
  rw [r a b, r p q, r a p, r b q, r a q, r b p] at h
  apply mul_right_cancel₀ hL
  linear_combination h

end BackgroundWick
```

```lean
#print axioms BackgroundWick.wick_background
#print axioms BackgroundWick.wick_relative
```

```
'BackgroundWick.wick_background' depends on axioms: [propext, Classical.choice, Quot.sound]
'BackgroundWick.wick_relative' depends on axioms: [propext, Classical.choice, Quot.sound]
```

### Empty and vanishing backgrounds

For $L=\varnothing$, $W(L)=1$ and $g_L=c$, so (j) is the usual four-point formula.

If $W(L)=0$, (j) can fail. Take distinct labels $a,b,p,q,u,v$ and $L=uv$, with $c(a,b)=c(p,u)=c(q,v)=1$ and all other values zero. Then $W(L)=0$, so the right side is zero, but $W(abpquv)=-1$.
